# Localized states form a basis of the zero-energy band of a tuned periodic sawtooth chain

## States, maps and the Hamiltonian

The chain has $N$ cells on a ring, labelled by the integers modulo $N$, so that $j+1$ and $j-1$ wrap around. Cell $j$ holds two sites, with complex amplitudes $p(j)$ and $u(j)$. The $p$ sites form the base line, and the $u$ site of cell $j$ is the tip of the tooth above the bond from $p(j)$ to $p(j+1)$.

```lean
import Mathlib

open ComplexConjugate

namespace SawtoothFlatBand

noncomputable section
```

A one-particle state is the pair $\psi=(p,u)$. In Lean, `ψ.1` is $p$ and `ψ.2` is $u$, and `ZMod N` supplies the periodic boundary condition.

```lean
/-- One-particle states `(p, u)` of the periodic sawtooth chain: one amplitude of each kind
in each of the `N` cells. -/
abbrev State (N : ℕ) := (ZMod N → ℂ) × (ZMod N → ℂ)
```

For a real parameter $\nu$, define one linear combination of amplitudes per tooth:
$$(B\psi)(j)=u(j)+\nu\,[p(j)+p(j+1)].$$

```lean
variable {N : ℕ}

/-- The map `B(p,u)(j) = u(j) + ν (p(j) + p(j+1))`. -/
def cellMap (ν : ℝ) : State N →ₗ[ℂ] (ZMod N → ℂ) where
  toFun ψ := fun j => ψ.2 j + (ν : ℂ) * (ψ.1 j + ψ.1 (j + 1))
  map_add' φ ψ := by
    funext j
    change (φ.2 j + ψ.2 j) + (ν : ℂ) * ((φ.1 j + ψ.1 j) + (φ.1 (j + 1) + ψ.1 (j + 1))) =
      (φ.2 j + (ν : ℂ) * (φ.1 j + φ.1 (j + 1))) + (ψ.2 j + (ν : ℂ) * (ψ.1 j + ψ.1 (j + 1)))
    ring
  map_smul' c ψ := by
    funext j
    change c * ψ.2 j + (ν : ℂ) * (c * ψ.1 j + c * ψ.1 (j + 1)) =
      c * (ψ.2 j + (ν : ℂ) * (ψ.1 j + ψ.1 (j + 1)))
    ring
```

The two `map_` fields verify linearity. A function $f$ on the teeth is sent back to a state by
$$B^\dagger f=(p,u),\qquad p(j)=\nu\,[f(j)+f(j-1)],\quad u(j)=f(j).$$
The dagger is only a name at this stage; the adjoint relation is proved below.

```lean
/-- The map `B†`, which sends `f` to the state with `p(j) = ν (f(j) + f(j-1))` and `u = f`. -/
def cellAdjoint (ν : ℝ) : (ZMod N → ℂ) →ₗ[ℂ] State N where
  toFun f := (fun j => (ν : ℂ) * (f j + f (j - 1)), f)
  map_add' f g := by
    refine Prod.ext (funext fun j => ?_) rfl
    change (ν : ℂ) * ((f j + g j) + (f (j - 1) + g (j - 1))) =
      (ν : ℂ) * (f j + f (j - 1)) + (ν : ℂ) * (g j + g (j - 1))
    ring
  map_smul' c f := by
    refine Prod.ext (funext fun j => ?_) rfl
    change (ν : ℂ) * (c * f j + c * f (j - 1)) = c * ((ν : ℂ) * (f j + f (j - 1)))
    ring
```

The Hamiltonian is the composite $H=B^\dagger B$.

```lean
/-- The hopping Hamiltonian `H = B†B`. -/
def hamiltonian (ν : ℝ) : State N →ₗ[ℂ] State N := cellAdjoint ν ∘ₗ cellMap ν
```

Write $\delta_k$ for the function equal to 1 at cell $k$ and 0 elsewhere, which is `Pi.single k 1` in Lean. The candidate flat-band states have no amplitude outside one base site and the tips next to it:
$$p=\delta_k,\qquad u=-\nu(\delta_k+\delta_{k-1}).$$

```lean
/-- The localized state with `p = δ_k` and `u = -ν (δ_k + δ_(k-1))`. -/
def localized (ν : ℝ) (k : ZMod N) : State N :=
  (Pi.single k 1, fun j => -(ν : ℂ) *
    ((Pi.single k 1 : ZMod N → ℂ) j + (Pi.single (k - 1) 1 : ZMod N → ℂ) j))
```

## The hopping model behind $B^\dagger B$

Inserting $B\psi$ into $B^\dagger$ gives the $p$ component
$$\nu[u(j)+u(j-1)]+\nu^2[2p(j)+p(j+1)+p(j-1)],$$
and the $u$ component $u(j)+\nu[p(j)+p(j+1)]$. For $N\ge3$ this means hopping $\nu$ along the sides of the teeth, hopping $\nu^2$ along the base, and on-site energies $2\nu^2$ on the base and 1 on the tips. On smaller rings some neighbours coincide and their terms add.

```lean
/-- The two components of `H ψ` at cell `j`. For `N ≥ 3` they describe hopping `ν` between
neighbouring `p` and `u` sites and `ν²` between neighbouring `p` sites, with on-site energies `2ν²`
on the `p` sites and `1` on the `u` sites. -/
theorem hamiltonian_apply (ν : ℝ) (ψ : State N) (j : ZMod N) :
    (hamiltonian ν ψ).1 j = (ν : ℂ) * (ψ.2 j + ψ.2 (j - 1)) +
        (ν : ℂ) ^ 2 * (2 * ψ.1 j + ψ.1 (j + 1) + ψ.1 (j - 1)) ∧
      (hamiltonian ν ψ).2 j = ψ.2 j + (ν : ℂ) * (ψ.1 j + ψ.1 (j + 1)) := by
  refine ⟨?_, rfl⟩
  change (ν : ℂ) * ((ψ.2 j + (ν : ℂ) * (ψ.1 j + ψ.1 (j + 1))) +
    (ψ.2 (j - 1) + (ν : ℂ) * (ψ.1 (j - 1) + ψ.1 (j - 1 + 1)))) = _
  rw [sub_add_cancel]
  ring
```

The tip energy sets the energy unit. The two hoppings and the two on-site energies are tied together by the single parameter $\nu$. With this tuning, the two paths from a localized state to a neighbouring base site cancel, and the contributions on the state's own sites cancel too, so that it is an eigenstate of energy zero. A generic sawtooth chain is not tuned in this way.

## The kernel of $B$ and its localized basis

The condition $B\psi=0$ reads, tooth by tooth,
$$u(j)=-\nu\,[p(j)+p(j+1)].$$
Hence $p$ can be chosen freely and then determines $u$. The correspondence is linear and invertible, its inverse being "read off $p$".

```lean
/-- A state in the kernel of `B` is fixed by its `p` amplitudes, which can be chosen freely. -/
def kernelEquiv (ν : ℝ) : (ZMod N → ℂ) ≃ₗ[ℂ] LinearMap.ker (cellMap (N := N) ν) where
  toFun p := ⟨(p, fun j => -(ν : ℂ) * (p j + p (j + 1))), LinearMap.mem_ker.2 (funext fun j => by
    change -(ν : ℂ) * (p j + p (j + 1)) + (ν : ℂ) * (p j + p (j + 1)) = 0
    ring)⟩
  map_add' p q := Subtype.ext (Prod.ext rfl (funext fun j => by
    change -(ν : ℂ) * ((p j + q j) + (p (j + 1) + q (j + 1))) =
      -(ν : ℂ) * (p j + p (j + 1)) + -(ν : ℂ) * (q j + q (j + 1))
    ring))
  map_smul' c p := Subtype.ext (Prod.ext rfl (funext fun j => by
    change -(ν : ℂ) * (c * p j + c * p (j + 1)) = c * (-(ν : ℂ) * (p j + p (j + 1)))
    ring))
  invFun ψ := ψ.1.1
  left_inv _ := rfl
  right_inv ψ := Subtype.ext (Prod.ext rfl (funext fun j => by
    have h : ψ.1.2 j + (ν : ℂ) * (ψ.1.1 j + ψ.1.1 (j + 1)) = 0 :=
      congrFun (LinearMap.mem_ker.1 ψ.2) j
    change -(ν : ℂ) * (ψ.1.1 j + ψ.1.1 (j + 1)) = ψ.1.2 j
    linear_combination -h))
```

Now choose $p=\delta_k$. Then $u(j)=-\nu[\delta_k(j)+\delta_k(j+1)]$, and $\delta_k(j+1)$ is non-zero exactly when $j=k-1$, so $u=-\nu(\delta_k+\delta_{k-1})$. The functions $\delta_k$ are a basis for the choices of $p$, so their images are a basis of $\ker B$.

The direction of the shift deserves care. With $\delta_{k+1}$ in place of $\delta_{k-1}$, one finds $B\psi=\nu(\delta_{k-1}-\delta_{k+1})$, which is non-zero for $N\ge3$ and $\nu\ne0$. A test on a ring of one or two cells would miss the error, because there $k-1$ and $k+1$ are the same cell.

It remains to identify $\ker B$ with the zero-energy space. If $B\psi=0$, then $H\psi=B^\dagger 0=0$. Conversely, the $u$ component of $H\psi$ is $B\psi$ itself, so $H\psi=0$ forces $B\psi=0$.

```lean
variable [NeZero N]

/-- The zero-energy space of `H = B†B` is the kernel of `B`, and the `N` localized states
form a basis of it. -/
theorem localized_basis (ν : ℝ) :
    LinearMap.ker (hamiltonian (N := N) ν) = LinearMap.ker (cellMap (N := N) ν) ∧
    ∃ b : Module.Basis (ZMod N) ℂ (LinearMap.ker (cellMap (N := N) ν)),
      ∀ k, (b k : State N) = localized ν k := by
  constructor
  · ext ψ
    simp only [LinearMap.mem_ker]
    constructor
    · intro h
      -- the `u` component of `H ψ` is `B ψ` itself
      exact congrArg Prod.snd h
    · intro h
      change cellAdjoint ν (cellMap ν ψ) = 0
      rw [h, map_zero]
  · -- carry the site basis of the `p` amplitudes over to the kernel
    refine ⟨(Pi.basisFun ℂ (ZMod N)).map (kernelEquiv ν), fun k => ?_⟩
    rw [Module.Basis.map_apply, Pi.basisFun_apply]
    refine Prod.ext rfl (funext fun j => ?_)
    have hs : (Pi.single k 1 : ZMod N → ℂ) (j + 1) = (Pi.single (k - 1) 1 : ZMod N → ℂ) j := by
      by_cases h : j + 1 = k
      · subst h
        simp
      · have h' : j ≠ k - 1 := fun e => h (by rw [e, sub_add_cancel])
        simp [h, h']
    change -(ν : ℂ) * ((Pi.single k 1 : ZMod N → ℂ) j + (Pi.single k 1 : ZMod N → ℂ) (j + 1)) =
      -(ν : ℂ) * ((Pi.single k 1 : ZMod N → ℂ) j + (Pi.single (k - 1) 1 : ZMod N → ℂ) j)
    rw [hs]
```

The theorem holds for every real $\nu$ and every $N\ge1$, the latter being the content of `NeZero N`. Its first part is the equality of kernels. Its second part provides a basis `b` of $\ker B$, indexed by the cells, whose member `b k` is `localized ν k`. The proof transports the site basis `Pi.basisFun` through `kernelEquiv`, and `hs` is the shift of the delta function.

Counting basis vectors gives the degeneracy:
$$\dim\ker H=N.$$

```lean
/-- The zero-energy level of `H` is `N`-fold degenerate. -/
theorem flatBand_degeneracy (ν : ℝ) :
    Module.finrank ℂ (LinearMap.ker (hamiltonian (N := N) ν)) = N := by
  obtain ⟨h, b, -⟩ := localized_basis (N := N) ν
  rw [h, Module.finrank_eq_card_basis b, ZMod.card]
```

For $N=1$ both neighbours of a site are the site itself. Then $B\psi=u+2\nu p$, the single localized state is $(1,-2\nu)$, and $H$ is the matrix $\begin{pmatrix}4\nu^2&2\nu\\2\nu&1\end{pmatrix}$ with eigenvalues $0$ and $1+4\nu^2$.

## Adjointness and the overlap of neighbours

For $\varphi=(p',u')$ and $\psi=(p,u)$, the Hermitian overlap is
$$\langle\varphi,\psi\rangle=\sum_j\overline{p'(j)}\,p(j)+\sum_j\overline{u'(j)}\,u(j).$$

```lean
/-- The Hermitian overlap `⟨φ, ψ⟩` of two states. -/
def overlap (φ ψ : State N) : ℂ :=
  ∑ j, conj (φ.1 j) * ψ.1 j + ∑ j, conj (φ.2 j) * ψ.2 j
```

For functions on the teeth, write $\langle f,g\rangle=\sum_j\overline{f(j)}g(j)$. Since $\nu$ is real,
$$\langle B^\dagger f,\psi\rangle=\sum_j\nu\,[\overline{f(j)}+\overline{f(j-1)}]\,p(j)+\sum_j\overline{f(j)}\,u(j).$$
Moving the summation index by one cell turns $\sum_j\overline{f(j-1)}p(j)$ into $\sum_j\overline{f(j)}p(j+1)$. The right-hand side is then $\langle f,B\psi\rangle$.

```lean
/-- `B†` is the adjoint of `B`: `⟨B†f, ψ⟩ = ⟨f, Bψ⟩`. -/
theorem overlap_cellAdjoint (ν : ℝ) (f : ZMod N → ℂ) (ψ : State N) :
    overlap (cellAdjoint ν f) ψ = ∑ j, conj (f j) * cellMap ν ψ j := by
  -- shift the summation by one cell around the ring
  have hs : ∑ j, conj (f j) * ψ.1 (j + 1) = ∑ j, conj (f (j - 1)) * ψ.1 j := by
    have h := Equiv.sum_comp (Equiv.addRight (1 : ZMod N)) (fun j => conj (f (j - 1)) * ψ.1 j)
    simpa only [Equiv.coe_addRight, add_sub_cancel_right] using h
  have e1 : ∑ j, conj ((ν : ℂ) * (f j + f (j - 1))) * ψ.1 j =
      (ν : ℂ) * ∑ j, conj (f j) * ψ.1 j + (ν : ℂ) * ∑ j, conj (f (j - 1)) * ψ.1 j := by
    rw [Finset.mul_sum, Finset.mul_sum, ← Finset.sum_add_distrib]
    refine Finset.sum_congr rfl fun j _ => ?_
    simp only [map_mul, map_add, Complex.conj_ofReal]
    ring
  have e2 : ∑ j, conj (f j) * (ψ.2 j + (ν : ℂ) * (ψ.1 j + ψ.1 (j + 1))) =
      ∑ j, conj (f j) * ψ.2 j + (ν : ℂ) * ∑ j, conj (f j) * ψ.1 j +
        (ν : ℂ) * ∑ j, conj (f j) * ψ.1 (j + 1) := by
    rw [Finset.mul_sum, Finset.mul_sum, ← Finset.sum_add_distrib, ← Finset.sum_add_distrib]
    refine Finset.sum_congr rfl fun j _ => ?_
    ring
  change ∑ j, conj ((ν : ℂ) * (f j + f (j - 1))) * ψ.1 j + ∑ j, conj (f j) * ψ.2 j =
    ∑ j, conj (f j) * (ψ.2 j + (ν : ℂ) * (ψ.1 j + ψ.1 (j + 1)))
  rw [e1, e2, hs]
  ring
```

Here `e1` and `e2` expand the two sides into elementary sums, which agree after the index shift `hs`.

Consider next the localized states at $k$ and $k+1$. Their base sites differ, and their tips are $\{k,k-1\}$ and $\{k+1,k\}$. For $N\ge3$ the only common site is tip $k$, where both amplitudes are $-\nu$, so the overlap is $(-\nu)^2=\nu^2$.

```lean
/-- For `N ≥ 3`, the unnormalised vectors `localized ν k` and `localized ν (k + 1)` have overlap
`ν²`. -/
theorem overlap_neighbours (hN : 3 ≤ N) (ν : ℝ) (k : ZMod N) :
    overlap (localized ν k) (localized ν (k + 1)) = (ν : ℂ) ^ 2 := by
  have h1 : (1 : ZMod N) ≠ 0 := fun h => by
    have := Nat.le_of_dvd one_pos ((CharP.cast_eq_zero_iff (ZMod N) N 1).1 (by exact_mod_cast h))
    omega
  have h2 : (2 : ZMod N) ≠ 0 := fun h => by
    have := Nat.le_of_dvd two_pos ((CharP.cast_eq_zero_iff (ZMod N) N 2).1 (by exact_mod_cast h))
    omega
  have a : k ≠ k + 1 := fun h => h1 (by linear_combination -h)
  have b : k - 1 ≠ k + 1 := fun h => h2 (by linear_combination -h)
  have c : k - 1 ≠ k := fun h => h1 (by linear_combination -h)
  -- the two states share only the `u` site of cell `k`
  have hp : ∑ j, conj ((localized ν k).1 j) * (localized ν (k + 1)).1 j = 0 := by
    refine Finset.sum_eq_zero fun j _ => ?_
    by_cases hj : j = k
    · subst hj
      simp only [localized, Pi.single_apply, if_neg a, mul_zero]
    · simp only [localized, Pi.single_apply, if_neg hj, map_zero, zero_mul]
  have hu : ∑ j, conj ((localized ν k).2 j) * (localized ν (k + 1)).2 j = (ν : ℂ) ^ 2 := by
    rw [Finset.sum_eq_single k]
    · simp only [localized, Pi.single_apply, add_sub_cancel_right, if_neg a, if_neg c.symm,
        if_true, map_mul, map_neg, map_add, map_one, map_zero, Complex.conj_ofReal]
      ring
    · intro j _ hj
      by_cases hj' : j = k - 1
      · subst hj'
        simp only [localized, Pi.single_apply, add_sub_cancel_right, if_neg b, if_neg c,
          add_zero, mul_zero]
      · simp only [localized, Pi.single_apply, if_neg hj, if_neg hj', add_zero, mul_zero,
          map_zero, zero_mul]
    · intro h
      exact absurd (Finset.mem_univ k) h
  rw [overlap, hp, hu, zero_add]
```

The hypothesis `3 ≤ N` enters through $1\ne0$ and $2\ne0$ modulo $N$, which keep the cells $k-1$, $k$ and $k+1$ distinct. These vectors are not normalised: each has squared norm $1+2\nu^2$, so the normalised overlap is $\nu^2/(1+2\nu^2)$. The basis is therefore not orthogonal when $\nu\ne0$. Overlapping orbitals of this kind are used in the theory of flat-band ferromagnetism in Hubbard models, whereas the model here has a single non-interacting particle, without spin or repulsion.

## The dispersive band and the gap

Let $f(j+1)=e^{i\theta}f(j)$ with $\theta$ real. Then $f(j-1)=e^{-i\theta}f(j)$, and
$$(BB^\dagger f)(j)=f(j)+\nu^2[2f(j)+f(j-1)+f(j+1)]=[1+2\nu^2(1+\cos\theta)]\,f(j).$$
Applying $B^\dagger$ to both sides gives
$$H(B^\dagger f)=[1+2\nu^2(1+\cos\theta)]\,B^\dagger f.$$

```lean
omit [NeZero N] in
/-- If `f` gains the phase `exp(iθ)` from each cell to the next, then `B†f` satisfies the
eigenvalue equation of `H` with energy `1 + 2ν²(1 + cos θ)`. -/
theorem dispersive_band (ν θ : ℝ) (f : ZMod N → ℂ)
    (hf : ∀ j, f (j + 1) = Complex.exp (θ * Complex.I) * f j) :
    hamiltonian ν (cellAdjoint ν f) =
      ((1 + 2 * ν ^ 2 * (1 + Real.cos θ) : ℝ) : ℂ) • cellAdjoint ν f := by
  have key : cellMap ν (cellAdjoint ν f) =
      ((1 + 2 * ν ^ 2 * (1 + Real.cos θ) : ℝ) : ℂ) • f := by
    funext j
    have e1 := Complex.exp_mul_I (θ : ℂ)
    have e2 := Complex.exp_mul_I (-(θ : ℂ))
    rw [Complex.cos_neg, Complex.sin_neg] at e2
    have hp : Complex.exp (θ * Complex.I) * Complex.exp (-(θ : ℂ) * Complex.I) = 1 := by
      rw [← Complex.exp_add]
      simp
    have h' := hf (j - 1)
    rw [sub_add_cancel] at h'
    have hm : f (j - 1) = Complex.exp (-(θ : ℂ) * Complex.I) * f j := by
      linear_combination (-Complex.exp (-(θ : ℂ) * Complex.I)) * h' - f (j - 1) * hp
    change f j + (ν : ℂ) * ((ν : ℂ) * (f j + f (j - 1)) +
      (ν : ℂ) * (f (j + 1) + f (j + 1 - 1))) =
      ((1 + 2 * ν ^ 2 * (1 + Real.cos θ) : ℝ) : ℂ) * f j
    rw [add_sub_cancel_right]
    push_cast
    linear_combination (ν : ℂ) ^ 2 * hm + (ν : ℂ) ^ 2 * hf j + (ν : ℂ) ^ 2 * f j * (e1 + e2)
  change cellAdjoint ν (cellMap ν (cellAdjoint ν f)) = _
  rw [key, map_smul]
```

Here `key` is the equation for $BB^\dagger f$, and `e1` and `e2` are Euler's formula for $\pm\theta$. The theorem also admits $f=0$, for which the equation is trivial. A non-zero $f$ on the ring requires $e^{iN\theta}=1$, and then $B^\dagger f\ne0$ because its $u$ component is $f$.

Finally, let $H\psi=E\psi$ with $\psi\ne0$ and $E\ne0$, where $E$ may at first be complex. Set $f=B\psi$. Then $B^\dagger f=E\psi\neq0$, so $f\ne0$, and applying $B$ gives $BB^\dagger f=Ef$. Adjointness yields
$$E\langle f,f\rangle=\langle B^\dagger f,B^\dagger f\rangle=\sum_j|\nu[f(j)+f(j-1)]|^2+\langle f,f\rangle.$$
Dividing by $\langle f,f\rangle>0$ shows that $E$ is real and at least 1.

```lean
/-- Every non-zero eigenvalue of `H` is real and at least `1`. -/
theorem flatBand_gap (ν : ℝ) (E : ℂ) (ψ : State N) (hψ : ψ ≠ 0) (hE : E ≠ 0)
    (h : hamiltonian ν ψ = E • ψ) : E.im = 0 ∧ 1 ≤ E.re := by
  have nsum : ∀ g : ZMod N → ℂ,
      ∑ j, conj (g j) * g j = ((∑ j, Complex.normSq (g j) : ℝ) : ℂ) := fun g => by
    rw [Complex.ofReal_sum]
    exact Finset.sum_congr rfl fun j _ => Complex.normSq_eq_conj_mul_self.symm
  obtain ⟨f, hf⟩ : ∃ f, f = cellMap ν ψ := ⟨_, rfl⟩
  have hH : cellAdjoint ν f = E • ψ := by
    rw [hf]
    exact h
  have hB : cellMap ν (cellAdjoint ν f) = E • f := by
    rw [hH, map_smul, hf]
  have hf0 : f ≠ 0 := fun h0 => by
    rw [h0, map_zero] at hH
    exact (smul_ne_zero hE hψ) hH.symm
  have hS : 0 < ∑ j, Complex.normSq (f j) := by
    obtain ⟨j, hj⟩ := Function.ne_iff.1 hf0
    exact Finset.sum_pos' (fun i _ => Complex.normSq_nonneg _)
      ⟨j, Finset.mem_univ j, Complex.normSq_pos.2 hj⟩
  have hG : 0 ≤ ∑ j, Complex.normSq ((cellAdjoint ν f).1 j) :=
    Finset.sum_nonneg fun i _ => Complex.normSq_nonneg _
  -- the squared norm of `B†f` equals `E` times the squared norm of `f`
  have a : ∑ j, conj ((cellAdjoint ν f).1 j) * (cellAdjoint ν f).1 j + ∑ j, conj (f j) * f j =
      ∑ j, conj (f j) * cellMap ν (cellAdjoint ν f) j :=
    overlap_cellAdjoint ν f (cellAdjoint ν f)
  have b : ∑ j, conj (f j) * (E • f) j = E * ∑ j, conj (f j) * f j := by
    rw [Finset.mul_sum]
    refine Finset.sum_congr rfl fun j _ => ?_
    simp only [Pi.smul_apply, smul_eq_mul]
    ring
  rw [hB, b, nsum (cellAdjoint ν f).1, nsum f] at a
  have hr := congrArg Complex.re a
  have hi := congrArg Complex.im a
  simp only [Complex.add_re, Complex.mul_re, Complex.ofReal_re, Complex.ofReal_im,
    mul_zero, sub_zero] at hr
  simp only [Complex.add_im, Complex.mul_im, Complex.ofReal_re, Complex.ofReal_im,
    mul_zero, zero_add] at hi
  exact ⟨(mul_eq_zero.1 hi.symm).resolve_right hS.ne',
    le_of_mul_le_mul_right (by linarith) hS⟩

end

end SawtoothFlatBand
```

In the proof, `a` is this identity, and its imaginary and real parts give the two conclusions. The flat band is thus separated from all other levels by at least the tip energy, whatever the length of the ring. The bound is reached at $\theta=\pi$, a phase that fits on the ring when $N$ is even.

```lean
#print axioms SawtoothFlatBand.localized_basis
-- 'SawtoothFlatBand.localized_basis' depends on axioms: [propext, Classical.choice, Quot.sound]
#print axioms SawtoothFlatBand.flatBand_degeneracy
-- 'SawtoothFlatBand.flatBand_degeneracy' depends on axioms: [propext, Classical.choice, Quot.sound]
#print axioms SawtoothFlatBand.dispersive_band
-- 'SawtoothFlatBand.dispersive_band' depends on axioms: [propext, Classical.choice, Quot.sound]
#print axioms SawtoothFlatBand.flatBand_gap
-- 'SawtoothFlatBand.flatBand_gap' depends on axioms: [propext, Classical.choice, Quot.sound]
```
